# The total derivative along a path is a response term plus the explicit parameter derivative

Let a quantity f depend on a state and on a real parameter t, and let the state follow a path x(t) with velocity v at t₀. The theorem `total_derivative` says that the derivative of f(x(t), t) at t₀ is the sum of a response term, the derivative of f in the state at fixed parameter applied to v, and the derivative of f in the parameter at fixed state. States and values lie in real normed spaces, and f is assumed differentiable jointly in both arguments at (x(t₀), t₀); the state is not assumed to make f stationary. The proof applies the chain rule to the path t ↦ (x(t), t), then splits the displacement (v, 1) into (v, 0) + (0, 1) and identifies the two resulting terms.

The failing Lean file:

```lean
import Mathlib

open Asymptotics Filter
open scoped Topology

namespace TotalDerivative

variable {E F : Type*} [NormedAddCommGroup E] [NormedSpace ℝ E]
  [NormedAddCommGroup F] [NormedSpace ℝ F]

/-- The function `f(x(t), t)` of the parameter alone, obtained by letting the state follow
the path `x(t)`. -/
def relaxed (f : E × ℝ → F) (x : ℝ → E) : ℝ → F := fun t => f (x t, t)

/-- The derivative with respect to the state at fixed parameter is the total derivative
restricted to displacements of the state. -/
theorem hasFDerivAt_state {f : E × ℝ → F} {f' : E × ℝ →L[ℝ] F} {x0 : E} {t0 : ℝ}
    (hf : HasFDerivAt f f' (x0, t0)) :
    HasFDerivAt (fun y => f (y, t0)) (f'.comp (ContinuousLinearMap.inl ℝ E ℝ)) x0 :=
  hf.comp x0 (hasFDerivAt_prodMk_left x0 t0)

/-- The derivative with respect to the parameter at fixed state is the total derivative
applied to a unit displacement of the parameter. -/
theorem hasDerivAt_parameter {f : E × ℝ → F} {f' : E × ℝ →L[ℝ] F} {x0 : E} {t0 : ℝ}
    (hf : HasFDerivAt f f' (x0, t0)) :
    HasDerivAt (fun t => f (x0, t)) (f' (0, 1)) t0 := by
  have hp : HasDerivAt (fun t : ℝ => (x0, t)) ((0 : E), (1 : ℝ)) t0 :=
    (hasDerivAt_const t0 x0).prodMk (hasDerivAt_id t0)
  exact hf.comp_hasDerivAt t0 hp

/-- For `f` differentiable at `(x(t0), t0)` and a path with velocity `v` at `t0`, the derivative
of `f(x(t), t)` is a response term, linear in `v`, plus the explicit parameter derivative. -/
theorem total_derivative {f : E × ℝ → F} {x : ℝ → E} {v : E} {t0 : ℝ}
    (hf : DifferentiableAt ℝ f (x t0, t0)) (hx : HasDerivAt x v t0) :
    HasDerivAt (relaxed f x)
      (fderiv ℝ (fun y => f (y, t0)) (x t0) v + deriv (fun t => f (x t0, t)) t0) t0 := by
  have h := hf.hasFDerivAt
  have hp : HasDerivAt (fun t : ℝ => (x t, t)) (v, (1 : ℝ)) t0 :=
    hx.prodMk (hasDerivAt_id t0)
  have hc : HasDerivAt (relaxed f x) (fderiv ℝ f (x t0, t0) (v, 1)) t0 :=
    h.comp_hasDerivAt t0 hp
  -- split the displacement into a state part and a parameter part
  have hs : ((v, 1) : E × ℝ) = (v, 0) + (0, 1) := by simp
  rw [hs, map_add] at hc
  rw [(hasFDerivAt_state h).fderiv, (hasDerivAt_parameter h).deriv]
  exact hc

end TotalDerivative
```

The compiler's answer:

```
Main.lean:41:25: error: Application type mismatch: The argument
  hp
has type
  HasDerivAt (fun t => (x t, t)) (v, 1) t0
but is expected to have type
  HasDerivAt (Prod.mk (x t0)) ?m.140 t0
in the application
  HasFDerivAt.comp_hasDerivAt t0 h hp
```

The repair, with which the file compiles:

```diff
@@ -38,6 +38,7 @@
   have hp : HasDerivAt (fun t : ℝ => (x t, t)) (v, (1 : ℝ)) t0 :=
     hx.prodMk (hasDerivAt_id t0)
-  have hc : HasDerivAt (relaxed f x) (fderiv ℝ f (x t0, t0) (v, 1)) t0 :=
-    h.comp_hasDerivAt t0 hp
+  have hc : HasDerivAt (relaxed f x) (fderiv ℝ f (x t0, t0) (v, 1)) t0 := by
+    refine HasFDerivAt.comp_hasDerivAt t0 ?_ hp
+    exact h
   -- split the displacement into a state part and a parameter part
   have hs : ((v, 1) : E × ℝ) = (v, 0) + (0, 1) := by simp
```

Cause. The message says that `hp` concerns the path `fun t => (x t, t)`, while the chain rule expected a derivative of `Prod.mk (x t0)`, the path t ↦ (x(t₀), t), in which the state stands still. The mathematics is sound; Lean inferred the wrong inner function.

`HasFDerivAt.comp_hasDerivAt` needs the outer derivative at the inner function's value at `t0`. Given `h` first, Lean had to find a function whose value at `t0` is `(x t0, t0)`. Both paths qualify, and Lean took `Prod.mk (x t0)`, which `hp` does not fit. The same call works in `hasDerivAt_parameter` because there the state really is fixed.

The repair puts `?_` in the place of `h`, so that `hp` settles the inner function as the moving path. The goal left over is the differentiability of `f` at that path's value at `t0`, which evaluates to `(x t0, t0)`, and `exact h` closes it.
